# Heating a finite system never raises the Boltzmann population of a state at or below the mean energy

To ask whether heating populates a bottleneck, one must first decide what the bottleneck is. Here it is a single state $x$ of a finite, nonempty set $X$ of states. Every state $y$ carries a real energy $U(y)$ that does not depend on temperature, and every state is counted once, so a degenerate level appears as several states of equal energy. Temperature enters through the inverse temperature $\beta = 1/k_B T$, with $k_B$ the Boltzmann constant and $T$ the absolute temperature, and heating means lowering $\beta$. The variable $\beta$ is allowed to take any real value; positive temperatures are the part $\beta > 0$, and $\beta = 0$ is infinite temperature.

In replica exchange the replica at inverse temperature $\beta$ samples, at equilibrium, the Boltzmann distribution for that $\beta$, and hot replicas are added in the expectation that they visit the states that the cold replica rarely reaches. For a single state of a finite system with temperature-independent energies, the result below bears on this expectation at the level of equilibrium populations: the population of $x$ grows at no stage of heating through an interval of $\beta$ precisely when $U(x)$ is at most the mean energy throughout that interval. For a comparison of two given temperatures the condition is sufficient but not necessary for the hotter population to be no larger: for three states of energies $0, 1, 3$, the middle state lies above the mean energy $0.80$ at $\beta = 0.4$, yet its population there, $0.340$, exceeds its population $1/3$ at $\beta = 0$.

## Slope and curvature of the log-population

Define the partition function, the population of $x$, the mean energy and the energy variance by

$$Z(\beta) = \sum_{y} e^{-\beta U(y)}, \qquad p_\beta(x) = \frac{e^{-\beta U(x)}}{Z(\beta)},$$

$$\langle U\rangle_\beta = \sum_y p_\beta(y)\,U(y), \qquad \mathrm{Var}_\beta = \sum_y p_\beta(y)\,\bigl(U(y) - \langle U\rangle_\beta\bigr)^2 .$$

The sum $Z$ has at least one term and every term is positive, so $Z > 0$, every $p_\beta(y) > 0$, and $\sum_y p_\beta(y) = 1$. Differentiating term by term,

$$\frac{dZ}{d\beta} = -\sum_y U(y)\,e^{-\beta U(y)} = -Z\,\langle U\rangle_\beta .$$

The quotient rule then gives

$$\frac{dp_\beta(x)}{d\beta} = \frac{-U(x)\,e^{-\beta U(x)}\,Z + e^{-\beta U(x)}\,Z\,\langle U\rangle_\beta}{Z^2} = p_\beta(x)\,\bigl(\langle U\rangle_\beta - U(x)\bigr),$$

and division by $p_\beta(x) > 0$ gives

$$\frac{d \ln p_\beta(x)}{d\beta} = \langle U\rangle_\beta - U(x).$$

To differentiate the mean energy, multiply the formula for $dp_\beta(y)/d\beta$ by $U(y)$ and sum over $y$. With $m = \langle U\rangle_\beta$, the identity $(m - U)\,U = -(U - m)^2 + m^2 - mU$ holds for every number $U$, so

$$\frac{d\langle U\rangle_\beta}{d\beta} = \sum_y p_\beta(y)\,(m - U(y))\,U(y) = -\mathrm{Var}_\beta + m^2 \sum_y p_\beta(y) - m \sum_y p_\beta(y)\,U(y) = -\mathrm{Var}_\beta .$$

The variance is a sum of nonnegative terms, so $\langle U\rangle_\beta$ never increases with $\beta$. The slope $\langle U\rangle_\beta - U(x)$ of $\ln p_\beta(x)$ differs from it by a constant and never increases either, which makes $\ln p_\beta(x)$ a concave function of $\beta$ on the whole real line.

## When lowering $\beta$ does not raise the population

Suppose $U(x) \le \langle U\rangle_b$ at one inverse temperature $b$. For every $\beta \le b$ the mean energy is at least as large, $\langle U\rangle_\beta \ge \langle U\rangle_b \ge U(x)$, so $dp_\beta(x)/d\beta \ge 0$ on $(-\infty, b]$. Hence

$$\beta_1 \le \beta_2 \le b \;\Longrightarrow\; p_{\beta_1}(x) \le p_{\beta_2}(x).$$

The condition says that at the coldest temperature considered the state $x$ is already no more energetic than the thermal average. Heating shifts weight from states below the current mean to states above it, and the mean does not fall on heating, so $x$ stays on the side that gains nothing.

On an interval $[a, b]$ with $a < b$ the condition is also necessary. Let $p_\beta(x)$ be nondecreasing in $\beta$ on $[a,b]$ and suppose $\langle U\rangle_b < U(x)$. The mean energy is differentiable, hence continuous, so some $c$ with $a \le c < b$ still has $\langle U\rangle_c < U(x)$. For $\beta \ge c$ we have $\langle U\rangle_\beta \le \langle U\rangle_c < U(x)$, the derivative of $p_\beta(x)$ is negative on $[c,b]$, and $p_b(x) < p_c(x)$. This contradicts $p_c(x) \le p_b(x)$. So $U(x) \le \langle U\rangle_b$, and then $U(x) \le \langle U\rangle_\beta$ for all $\beta \in [a,b]$.

## Three levels at 0, 1 and 3, and smaller systems

Take three states labelled $0, 1, 2$ with energies $0, 1, 3$, and measure $\beta$ in the inverse of the energy unit. The mean energy equals the energy of state $1$ when $\sum_y e^{-\beta U(y)}(U(y) - 1) = -1 + 2e^{-3\beta} = 0$, that is at $\beta^* = (\ln 2)/3 \approx 0.231$. There the weights are $1$, $2^{-1/3} \approx 0.794$ and $1/2$, so $Z \approx 2.294$ and the populations are $0.436$, $0.346$ and $0.218$, with mean energy $0.346 + 3 \times 0.218 = 1.000$. At $\beta = 1$ the weights are $1$, $0.368$ and $0.050$, the mean energy is $0.365$, and state $1$ has population $0.259$. At $\beta = 0$ every population is $1/3$ and the mean energy is $4/3$. Heating from $\beta = 1$ to $\beta^*$ therefore raises the population of state $1$ from $0.259$ to $0.346$, and further heating to infinite temperature lowers it to $0.333$.

With a single state, $p_\beta = 1$, $\ln p_\beta = 0$, the variance vanishes, and $U(x) \le \langle U\rangle_\beta$ holds with equality; the results are true and say that a constant is concave and nondecreasing. With two states of energies $0$ and $\Delta > 0$, the mean energy is $\Delta\,p_\beta(1) < \Delta$ for every $\beta$, so the upper state never meets the condition and heating always raises its population. The same holds when either level is degenerate, because the mean energy still lies below $\Delta$. A state above the lowest energy whose population does not grow over some range of heating can therefore exist only with at least three distinct energies. The decimal values and these small systems are arithmetic set beside the theorems and are not part of the Lean development, which treats the three-level system only through the exact statements in `heating_witness`.

## States, energies and thermal averages in Lean

The state set is a finite type `X`.

```lean
import Mathlib

open Real Set

namespace BoltzmannHeating

noncomputable section

variable {X : Type*} [Fintype X]
```

An energy function is any map `U : X → ℝ`, and `β` is any real number, with no sign condition. The Boltzmann constant never appears, because every statement is in terms of $\beta$. The partition function sums over all states with unit weight.

```lean
/-- Partition function `Z(β) = ∑ exp(-β U)` of the energy `U` at inverse temperature `β`. -/
def partition (U : X → ℝ) (β : ℝ) : ℝ := ∑ y, exp (-(β * U y))
```

The population `prob U β x` is $p_\beta(x)$, already normalised by $Z(\beta)$.

```lean
/-- Boltzmann probability `p_β(x) = exp(-β U(x)) / Z(β)` of the state `x`. -/
def prob (U : X → ℝ) (β : ℝ) (x : X) : ℝ := exp (-(β * U x)) / partition U β
```

The mean and the variance are the sums written above, with the variance in its centred form, which makes its sign visible term by term.

```lean
/-- Thermal mean energy `⟨U⟩_β`. -/
def meanEnergy (U : X → ℝ) (β : ℝ) : ℝ := ∑ y, prob U β y * U y

/-- Thermal variance of the energy, `⟨(U - ⟨U⟩_β)²⟩_β`. -/
def variance (U : X → ℝ) (β : ℝ) : ℝ := ∑ y, prob U β y * (U y - meanEnergy U β) ^ 2
```

The three-level system lives on `Fin 3`, whose elements `0`, `1`, `2` are the state labels; `threeLevel 2` is the energy $3$.

```lean
/-- Three states with energies `0`, `1` and `3`. -/
def threeLevel : Fin 3 → ℝ := ![0, 1, 3]
```

## Positivity and normalisation

From here on `X` is assumed nonempty, which is what gives $Z$ a positive term. The proof of `partition_pos` is the statement that a nonempty sum of exponentials is positive.

```lean
variable [Nonempty X]

/-- The partition function is positive. -/
theorem partition_pos (U : X → ℝ) (β : ℝ) : 0 < partition U β :=
  Finset.sum_pos (fun _ _ => exp_pos _) Finset.univ_nonempty
```

Normalisation follows by pulling the common denominator out of the sum, which leaves $Z/Z$.

```lean
/-- The Boltzmann probabilities sum to one. -/
theorem sum_prob (U : X → ℝ) (β : ℝ) : ∑ y, prob U β y = 1 := by
  unfold prob
  rw [← Finset.sum_div]
  exact div_self (partition_pos U β).ne'
```

## The three derivatives

`HasDerivAt f f' β` says that `f` is differentiable at `β` with derivative `f'`. The proof of `hasDerivAt_prob` has the same three steps as the derivation: `he` differentiates one Boltzmann factor, $\frac{d}{d\beta}e^{-\beta U(y)} = -U(y)e^{-\beta U(y)}$; `hZ` sums these and compares each term with the matching term of $-Z\langle U\rangle_\beta$; and `fun_div` is the quotient rule, after which `field_simp` and `ring` bring the result to the form $p_\beta(x)(\langle U\rangle_\beta - U(x))$.

```lean
/-- The population of `x` obeys `d p_β(x) / dβ = p_β(x) (⟨U⟩_β - U(x))`. -/
theorem hasDerivAt_prob (U : X → ℝ) (β : ℝ) (x : X) :
    HasDerivAt (fun b => prob U b x) (prob U β x * (meanEnergy U β - U x)) β := by
  have hne : partition U β ≠ 0 := (partition_pos U β).ne'
  have he : ∀ y, HasDerivAt (fun b : ℝ => exp (-(b * U y))) (exp (-(β * U y)) * (-U y)) β := by
    intro y
    have h : HasDerivAt (fun b : ℝ => -(b * U y)) (-U y) β :=
      ((hasDerivAt_id' β).mul_const (U y)).fun_neg.congr_deriv (by ring)
    exact h.exp
  -- dZ/dβ = -Z ⟨U⟩
  have hZ : HasDerivAt (partition U) (-(partition U β * meanEnergy U β)) β := by
    refine (HasDerivAt.fun_sum (u := Finset.univ) fun y _ => he y).congr_deriv ?_
    unfold meanEnergy
    rw [Finset.mul_sum, ← Finset.sum_neg_distrib]
    refine Finset.sum_congr rfl fun y _ => ?_
    rw [prob]
    field_simp
  -- quotient rule
  refine ((he x).fun_div hZ hne).congr_deriv ?_
  simp only [prob]
  field_simp
  ring
```

The chain rule for the logarithm divides this derivative by $p_\beta(x)$, which `hp` shows to be nonzero. The statement is $d\ln p_\beta(x)/d\beta = \langle U\rangle_\beta - U(x)$ for every state and every real $\beta$.

```lean
/-- The log-population obeys `d ln p_β(x) / dβ = ⟨U⟩_β - U(x)`. -/
theorem hasDerivAt_log_prob (U : X → ℝ) (β : ℝ) (x : X) :
    HasDerivAt (fun b => log (prob U b x)) (meanEnergy U β - U x) β := by
  have hp : prob U β x ≠ 0 := (div_pos (exp_pos _) (partition_pos U β)).ne'
  exact ((hasDerivAt_prob U β x).log hp).congr_deriv (mul_div_cancel_left₀ _ hp)
```

For the mean energy, the derivative of each $p_\beta(y)$ is multiplied by $U(y)$ and summed. The step `h` is the identity $(m-U)U = -(U-m)^2 + m^2 - mU$ multiplied by $p_\beta(y)$. Steps `h1` and `h2` evaluate the last two sums, each to $m^2$, the first by normalisation and the second by the definition of the mean; they cancel and leave `-variance U β`.

```lean
/-- The derivative of the mean energy with respect to `β` is minus the energy variance. -/
theorem hasDerivAt_meanEnergy (U : X → ℝ) (β : ℝ) :
    HasDerivAt (meanEnergy U) (-variance U β) β := by
  refine (HasDerivAt.fun_sum (u := Finset.univ)
    fun y _ => (hasDerivAt_prob U β y).mul_const (U y)).congr_deriv ?_
  have h : ∀ y, prob U β y * (meanEnergy U β - U y) * U y =
      -(prob U β y * (U y - meanEnergy U β) ^ 2) +
        (meanEnergy U β * meanEnergy U β * prob U β y
          - meanEnergy U β * (prob U β y * U y)) := fun y => by ring
  have h1 : ∑ y, meanEnergy U β * meanEnergy U β * prob U β y
      = meanEnergy U β * meanEnergy U β := by
    rw [← Finset.mul_sum, sum_prob, mul_one]
  have h2 : ∑ y, meanEnergy U β * (prob U β y * U y) = meanEnergy U β * meanEnergy U β := by
    rw [← Finset.mul_sum]
    rfl
  rw [Finset.sum_congr rfl fun y _ => h y, Finset.sum_add_distrib, Finset.sum_sub_distrib,
    Finset.sum_neg_distrib, h1, h2, sub_self, add_zero, variance]
```

## Monotone mean energy and concavity

`Antitone (meanEnergy U)` means that $\beta \le \beta'$ implies $\langle U\rangle_{\beta'} \le \langle U\rangle_\beta$. The Mathlib lemma `antitone_of_deriv_nonpos` reduces this to a nonpositive derivative, and the remaining goal is that the variance is a sum of products of a positive probability and a square.

```lean
/-- The mean energy never increases with `β`. -/
theorem meanEnergy_antitone (U : X → ℝ) : Antitone (meanEnergy U) := by
  refine antitone_of_deriv_nonpos
    (fun β => (hasDerivAt_meanEnergy U β).differentiableAt) fun β => ?_
  rw [(hasDerivAt_meanEnergy U β).deriv, neg_nonpos]
  exact Finset.sum_nonneg fun y _ =>
    mul_nonneg (div_pos (exp_pos _) (partition_pos U β)).le (sq_nonneg _)
```

`ConcaveOn ℝ univ` applied to $\beta \mapsto \ln p_\beta(x)$ says that for all real $\beta_1, \beta_2$ and all $s, t \ge 0$ with $s + t = 1$,

$$s \ln p_{\beta_1}(x) + t \ln p_{\beta_2}(x) \le \ln p_{s\beta_1 + t\beta_2}(x).$$

The concavity is in $\beta$; nothing is claimed about concavity in $T$. The theorem states the non-strict form, which covers the case of equal energies, where the function is constant; when the energies are not all equal the variance is positive and the concavity is strict. In the proof, `ha` rewrites the derivative at two points as $\langle U\rangle - U(x)$ and compares them by `meanEnergy_antitone`, and a differentiable function with antitone derivative is concave.

```lean
/-- `ln p_β(x)` is a concave function of `β` on the whole real line. -/
theorem concaveOn_log_prob (U : X → ℝ) (x : X) :
    ConcaveOn ℝ univ (fun β => log (prob U β x)) := by
  have hd : Differentiable ℝ (fun β => log (prob U β x)) :=
    fun β => (hasDerivAt_log_prob U β x).differentiableAt
  -- the slope ⟨U⟩_β - U(x) never increases with β
  have ha : Antitone (deriv (fun β => log (prob U β x))) := by
    intro a b hab
    rw [(hasDerivAt_log_prob U a x).deriv, (hasDerivAt_log_prob U b x).deriv]
    have := meanEnergy_antitone U hab
    linarith
  exact ha.concaveOn_univ_of_deriv hd
```

## The heating theorem and its converse

The theorem `heating_does_not_populate` takes three real numbers `b`, `β₁`, `β₂`. The hypothesis `hx` is $U(x) \le \langle U\rangle_b$ at the one point $b$, while `h12` and `h2` order the inverse temperatures as $\beta_1 \le \beta_2 \le b$, so that $\beta_1$ is the hotter of the two. The conclusion is $p_{\beta_1}(x) \le p_{\beta_2}(x)$. The condition `hx` is assumed; whether a given state satisfies it depends on the spectrum. The proof establishes `hm`, monotonicity on `Iic b`, which is the half-line $(-\infty, b]$, by showing that the derivative is a positive probability times the nonnegative number $\langle U\rangle_\beta - U(x)$.

```lean
/-- If `U(x) ≤ ⟨U⟩_b`, then lowering the inverse temperature from any `β₂ ≤ b` to `β₁ ≤ β₂`
does not increase the population of `x`. -/
theorem heating_does_not_populate (U : X → ℝ) (x : X) {b β₁ β₂ : ℝ}
    (hx : U x ≤ meanEnergy U b) (h12 : β₁ ≤ β₂) (h2 : β₂ ≤ b) :
    prob U β₁ x ≤ prob U β₂ x := by
  have hd : Differentiable ℝ (fun β => prob U β x) :=
    fun β => (hasDerivAt_prob U β x).differentiableAt
  have hm : MonotoneOn (fun β => prob U β x) (Iic b) := by
    refine monotoneOn_of_deriv_nonneg (convex_Iic b) hd.continuous.continuousOn
      hd.differentiableOn fun β hβ => ?_
    have hβ' : β ∈ Iic b := interior_subset hβ
    have hβb : β ≤ b := mem_Iic.mp hβ'
    have := meanEnergy_antitone U hβb
    rw [(hasDerivAt_prob U β x).deriv]
    exact mul_nonneg (div_pos (exp_pos _) (partition_pos U β)).le (by linarith)
  exact hm (h12.trans h2) h2 h12
```

In `monotoneOn_prob_iff`, `Icc a b` is the closed interval $[a,b]$, and `MonotoneOn` says that $\beta_1 \le \beta_2$ in the interval implies $p_{\beta_1}(x) \le p_{\beta_2}(x)$. The hypothesis `hab : a < b` excludes a one-point interval, on which monotonicity would hold for any state and carry no information about the energy. The backward direction applies the previous theorem at the cold end $b$. The forward direction follows the argument by contradiction. The `suffices` step reduces the claim to the point $b$. Continuity supplies a radius $\varepsilon > 0$ such that $\langle U\rangle_\beta < U(x)$ whenever $|\beta - b| < \varepsilon$, and the point $c$ is taken as `max a (b - ε / 2)`, which lies in $[a,b)$ and within that radius. Then `hs` gives strict decrease on $[c,b]$, so `h1` reads $p_b(x) < p_c(x)$ while `h2` reads $p_c(x) \le p_b(x)$.

```lean
/-- On an interval `[a, b]` with `a < b`, the population of `x` is nondecreasing in `β`
(heating never increases it) exactly when `U(x) ≤ ⟨U⟩_β` throughout the interval. -/
theorem monotoneOn_prob_iff (U : X → ℝ) (x : X) {a b : ℝ} (hab : a < b) :
    MonotoneOn (fun β => prob U β x) (Icc a b) ↔ ∀ β ∈ Icc a b, U x ≤ meanEnergy U β := by
  constructor
  · intro hm
    -- it suffices to treat the cold end b
    suffices hb : U x ≤ meanEnergy U b from
      fun β hβ => hb.trans (meanEnergy_antitone U hβ.2)
    by_contra hlt
    have hlt' : meanEnergy U b < U x := not_le.mp hlt
    -- by continuity ⟨U⟩_c < U(x) for some c in [a, b)
    obtain ⟨ε, hε, hball⟩ := Metric.mem_nhds_iff.mp
      ((hasDerivAt_meanEnergy U b).continuousAt.preimage_mem_nhds (Iio_mem_nhds hlt'))
    obtain ⟨c, hac, hcb, hcε⟩ : ∃ c, a ≤ c ∧ c < b ∧ b - ε / 2 ≤ c :=
      ⟨max a (b - ε / 2), le_max_left _ _, max_lt hab (by linarith), le_max_right _ _⟩
    have hcball : c ∈ Metric.ball b ε := by
      rw [Metric.mem_ball, Real.dist_eq, abs_lt]
      constructor <;> linarith
    have hc : meanEnergy U c < U x := hball hcball
    -- then the population strictly decreases on [c, b]
    have hd : Differentiable ℝ (fun β => prob U β x) :=
      fun β => (hasDerivAt_prob U β x).differentiableAt
    have hs : StrictAntiOn (fun β => prob U β x) (Icc c b) := by
      refine strictAntiOn_of_deriv_neg (convex_Icc c b) hd.continuous.continuousOn
        fun β hβ => ?_
      have hβ' : β ∈ Icc c b := interior_subset hβ
      have := meanEnergy_antitone U hβ'.1
      rw [(hasDerivAt_prob U β x).deriv]
      exact mul_neg_of_pos_of_neg (div_pos (exp_pos _) (partition_pos U β)) (by linarith)
    have h1 := hs ⟨le_rfl, hcb.le⟩ ⟨hcb.le, le_rfl⟩ hcb
    have h2 := hm ⟨hac, hcb.le⟩ ⟨hab.le, le_rfl⟩ hcb.le
    exact absurd h1 (not_lt.mpr h2)
  · intro h β₁ _ β₂ h2 h12
    exact heating_does_not_populate U x (h b ⟨hab.le, le_rfl⟩) h12 h2.2
```

These statements concern equilibrium populations only. No dynamics, exchange move, acceptance probability or crossing rate is defined, and nothing marks $x$ as lying between two basins; the word bottleneck is an interpretation placed on the chosen state. Continuous configuration spaces are not covered, nor are effective energies that depend on temperature, nor the total population of a region made of states with different energies.

## An excited state that heating no longer populates above a certain temperature

The lowest state satisfies $U(x) \le \langle U\rangle_b$ at every $b$, so the content of the last theorem is that the condition can also hold for a state above it. `heating_witness` has three parts: state `1` has higher energy than state `0`; the mean energy at `log 2 / 3` equals the energy of state `1`; and $\beta_1 \le \beta_2 \le (\ln 2)/3$ implies $p_{\beta_1}(1) \le p_{\beta_2}(1)$. Since $(\ln 2)/3$ is positive, the range includes positive temperatures, namely all $T \ge 3/(k_B \ln 2)$ in the chosen energy unit. In the proof, `h3` evaluates the weight of state `2` as $1/2$. The weight of state `1` is replaced by an arbitrary positive number $e$, since the mean energy

$$\frac{e + 3/2}{1 + e + 1/2} = 1$$

does not depend on it. The third part is `heating_does_not_populate` with $b = (\ln 2)/3$.

```lean
/-- For energies `0, 1, 3` the middle state lies above state `0`, its energy equals the mean
energy at `β = (ln 2)/3`, and heating from any `β ≤ (ln 2)/3` never increases its population. -/
theorem heating_witness :
    threeLevel 0 < threeLevel 1 ∧ meanEnergy threeLevel (log 2 / 3) = threeLevel 1 ∧
      ∀ β₁ β₂ : ℝ, β₁ ≤ β₂ → β₂ ≤ log 2 / 3 →
        prob threeLevel β₁ 1 ≤ prob threeLevel β₂ 1 := by
  have h0 : threeLevel 0 = 0 := rfl
  have h1 : threeLevel 1 = 1 := rfl
  have h2 : threeLevel 2 = 3 := rfl
  have h3 : exp (-(log 2 / 3 * 3)) = 1 / 2 := by
    rw [show log 2 / 3 * 3 = log 2 by ring, exp_neg, exp_log (by norm_num)]
    norm_num
  have hm : meanEnergy threeLevel (log 2 / 3) = threeLevel 1 := by
    simp only [meanEnergy, prob, partition, Fin.sum_univ_three, h0, h1, h2, h3, mul_zero,
      neg_zero, exp_zero]
    have he : 0 < exp (-(log 2 / 3 * 1)) := exp_pos _
    generalize exp (-(log 2 / 3 * 1)) = e at he ⊢
    field_simp
    ring
  refine ⟨by rw [h0, h1]; norm_num, hm, fun β₁ β₂ h12 hb => ?_⟩
  exact heating_does_not_populate threeLevel 1 hm.ge h12 hb

end

end BoltzmannHeating
```

```lean
#print axioms BoltzmannHeating.meanEnergy_antitone
#print axioms BoltzmannHeating.concaveOn_log_prob
#print axioms BoltzmannHeating.monotoneOn_prob_iff
```

```
'BoltzmannHeating.meanEnergy_antitone' depends on axioms: [propext, Classical.choice, Quot.sound]
'BoltzmannHeating.concaveOn_log_prob' depends on axioms: [propext, Classical.choice, Quot.sound]
'BoltzmannHeating.monotoneOn_prob_iff' depends on axioms: [propext, Classical.choice, Quot.sound]
```
